# In a nonzero staggered field, a bipartite hopping model has equal spin-up and spin-down spectra exactly when its sublattices are equal in size

Electrons hop on a finite set of sites divided into two sublattices, and every hop leads from one sublattice to the other. The hopping is the same for both spins, and without a magnetic field all sites have the same energy. A magnetic mean field shifts a spin-up electron by $+m$ on the first sublattice and by $-m$ on the second, and a spin-down electron by the opposite amounts. If $m$ is real and nonzero, the two spins have the same energy levels, with the same multiplicities, if and only if the sublattices have equally many sites.

The physical question is how a compensated antiferromagnet differs from a ferrimagnet in its orbital energies. Both have moments that alternate in sign, but in the ferrimagnet the sublattices are not equivalent; here the inequivalence is one of site number. For the mean-field Hubbard model on a finite bipartite cluster, the result says when the two lists of orbital energies agree, provided that the staggered exchange field has the same nonzero strength on every site and that the spin-independent site energy, including the mean-field repulsion from the local charge, is uniform. Such a uniform energy shifts all levels of both spins equally and is left out here.

These provisos separate the model from a real magnet. The field is prescribed, whereas a self-consistent calculation obtains it from the occupied orbitals, and in a ferrimagnet its strength generally differs between the sublattices.

## Sites, hopping and the staggered field

The sites form a finite type `n`, which may be empty. Matrices indexed by `n` act on the orbital space of one spin, with one orbital per site.

```lean
import Mathlib

open Matrix Polynomial

namespace CompensatedMagnet

noncomputable section

variable {n : Type*} [Fintype n] [DecidableEq n]
```

Let $A$ be the first sublattice and $B$ its complement, written `Aᶜ` in Lean, with $N_A$ and $N_B$ sites. The matrix $G$ is diagonal, with entries $g_i=+1$ for $i\in A$ and $g_i=-1$ for $i\in B$. Every diagonal matrix with entries $\pm1$ has this form: take for $A$ the sites where the entry is $+1$.

```lean
/-- The staggered matrix `G`: diagonal, with entry `+1` on the sites of the sublattice `A` and
`-1` on all other sites. -/
def staggered (A : Finset n) : Matrix n n ℂ :=
  Matrix.diagonal fun i => if i ∈ A then 1 else -1
```

With hopping matrix $K$, the two spins have the mean-field matrices

$$H_\uparrow = K+mG,\qquad H_\downarrow = K-mG .$$

The letter $m$ is an energy, the strength of the exchange field, and not the magnetisation that it often denotes. It is a real number, converted to a complex one in the code. $K$ may be any complex matrix; Hermiticity is assumed only for the bound on the levels below.

```lean
/-- The spin-up mean-field matrix `K + m G`. -/
def spinUp (K : Matrix n n ℂ) (A : Finset n) (m : ℝ) : Matrix n n ℂ :=
  K + (m : ℂ) • staggered A

/-- The spin-down mean-field matrix `K - m G`. -/
def spinDown (K : Matrix n n ℂ) (A : Finset n) (m : ℝ) : Matrix n n ℂ :=
  K - (m : ℂ) • staggered A
```

## Anticommutation means hopping between sublattices

The condition on the hopping is $GK=-KG$. Since $G$ is diagonal,

$$(GK+KG)_{ij}=(g_i+g_j)K_{ij}.$$

The factor $g_i+g_j$ is $\pm2$ when $i$ and $j$ lie on the same sublattice and $0$ otherwise. Anticommutation therefore says exactly that $K_{ij}=0$ within a sublattice. This includes $i=j$, so $K$ has no on-site energies. The Lean proof reads off the $(i,j)$ entry and divides by $2$ in one direction, and checks the cases entry by entry in the other.

```lean
/-- `K` anticommutes with `G` exactly when it has no matrix element between two sites of the
same sublattice. -/
theorem anticommute_iff_bipartite (K : Matrix n n ℂ) (A : Finset n) :
    staggered A * K = -(K * staggered A) ↔ ∀ i j, (i ∈ A ↔ j ∈ A) → K i j = 0 := by
  constructor
  · intro h i j hij
    have e := congrFun (congrFun h i) j
    simp only [staggered, Matrix.diagonal_mul, Matrix.neg_apply, Matrix.mul_diagonal] at e
    by_cases hj : j ∈ A
    · rw [if_pos (hij.2 hj), if_pos hj] at e
      linear_combination e / 2
    · rw [if_neg (fun hi => hj (hij.1 hi)), if_neg hj] at e
      linear_combination -e / 2
  · intro h
    refine Matrix.ext fun i j => ?_
    simp only [staggered, Matrix.diagonal_mul, Matrix.neg_apply, Matrix.mul_diagonal]
    by_cases hij : (i ∈ A ↔ j ∈ A)
    · simp [h i j hij]
    · by_cases hi : i ∈ A <;> by_cases hj : j ∈ A <;> simp [hi, hj] at hij ⊢
```

## The field on its own

Summing the diagonal of $G$ gives $\operatorname{tr}G=N_A-N_B$, so a traceless $G$ means sublattices of equal size.

```lean
/-- The trace of `G` is the difference between the numbers of sites on the two sublattices. -/
theorem trace_staggered (A : Finset n) :
    (staggered A).trace = (A.card : ℂ) - (Aᶜ.card : ℂ) := by
  rw [staggered, Matrix.trace_diagonal, ← Finset.sum_add_sum_compl A,
    Finset.sum_eq_card_nsmul (s := A) (b := (1 : ℂ)) (fun i hi => if_pos hi),
    Finset.sum_eq_card_nsmul (s := Aᶜ) (b := (-1 : ℂ))
      (fun i hi => if_neg (Finset.mem_compl.1 hi))]
  simp only [nsmul_eq_mul]
  ring
```

For a complex number $c$, the matrix $x-cG$ is diagonal, with entries $x-c$ on $A$ and $x+c$ on $B$. Its determinant is the characteristic polynomial of $cG$:

$$\det(x-cG)=(x-c)^{N_A}(x+c)^{N_B}.$$

```lean
/-- The characteristic polynomial of the staggered field `c G` alone has the root `c` once for
each site of `A` and the root `-c` once for each other site. -/
theorem charpoly_staggered (A : Finset n) (c : ℂ) :
    (c • staggered A).charpoly = (X - C c) ^ A.card * (X + C c) ^ Aᶜ.card := by
  have e : Matrix.scalar n (X : ℂ[X]) - (C : ℂ →+* ℂ[X]).mapMatrix (c • staggered A)
      = Matrix.diagonal fun i => if i ∈ A then X - C c else X + C c := by
    refine Matrix.ext fun i j => ?_
    by_cases hij : i = j
    · subst hij
      by_cases hi : i ∈ A <;> simp [staggered, hi]
    · simp [staggered, hij]
  change (Matrix.scalar n (X : ℂ[X]) -
    (C : ℂ →+* ℂ[X]).mapMatrix (c • staggered A)).det = _
  rw [e, Matrix.det_diagonal, ← Finset.prod_mul_prod_compl A,
    Finset.prod_eq_pow_card (s := A) (b := X - C c) (fun i hi => if_pos hi),
    Finset.prod_eq_pow_card (s := Aᶜ) (b := X + C c)
      (fun i hi => if_neg (Finset.mem_compl.1 hi))]
```

## A factorisation that exchanges the spins

Let $p_\uparrow(x)=\det(x-H_\uparrow)$ and $p_\downarrow(x)=\det(x-H_\downarrow)$. Multiplying out,

$$(x+mG)(x-K-mG)=x^2-xK-mGK-m^2G^2,$$
$$(x-K+mG)(x-mG)=x^2-xK+mKG-m^2G^2.$$

The right-hand sides agree because $GK=-KG$. Taking determinants, and using the previous formula with $c=-m$ and $c=m$, gives

$$(x+m)^{N_A}(x-m)^{N_B}\,p_\uparrow(x)=p_\downarrow(x)\,(x-m)^{N_A}(x+m)^{N_B}.$$

In Lean, $x$ is the polynomial variable `X`, and the identity is one between matrices with polynomial entries, so no value of $x$ has to be excluded. The step `key` is the factorisation; it uses only that $x$ commutes with $K$ and that $mG$ anticommutes with $K$. The determinant of the product then splits by `Matrix.det_mul`.

```lean
/-- If `K` anticommutes with `G`, the spin-up and spin-down characteristic polynomials agree
after multiplication by powers of `X + m` and `X - m` fixed by the sublattice sizes. -/
theorem charpoly_exchange (K : Matrix n n ℂ) (A : Finset n) (m : ℝ)
    (h : staggered A * K = -(K * staggered A)) :
    (X + C (m : ℂ)) ^ A.card * (X - C (m : ℂ)) ^ Aᶜ.card * (spinUp K A m).charpoly
      = (spinDown K A m).charpoly
        * ((X - C (m : ℂ)) ^ A.card * (X + C (m : ℂ)) ^ Aᶜ.card) := by
  have e : ∀ M : Matrix n n ℂ, M.charpoly
      = (Matrix.scalar n (X : ℂ[X]) - (C : ℂ →+* ℂ[X]).mapMatrix M).det := fun _ => rfl
  -- the factorisation that exchanges the two spin matrices
  have key : ∀ x k g : Matrix n n ℂ[X], x * k = k * x → g * k = -(k * g) →
      (x + g) * (x - (k + g)) = (x - (k - g)) * (x - g) := by
    intro x k g h1 h2
    linear_combination (norm := noncomm_ring) -h1 - h2
  have h0 : ((m : ℂ) • staggered A) * K = -(K * ((m : ℂ) • staggered A)) := by
    rw [smul_mul_assoc, mul_smul_comm, h, smul_neg]
  have h2 := congrArg (fun M : Matrix n n ℂ => (C : ℂ →+* ℂ[X]).mapMatrix M) h0
  simp only [map_mul, map_neg] at h2
  have h1 := (Matrix.scalar_commute (X : ℂ[X]) (fun r => Commute.all _ r)
    ((C : ℂ →+* ℂ[X]).mapMatrix K)).eq
  have hdet := congrArg Matrix.det (key _ _ _ h1 h2)
  rw [Matrix.det_mul, Matrix.det_mul, ← map_add, ← map_sub, ← e, ← e, ← e] at hdet
  have hneg : (Matrix.scalar n (X : ℂ[X])
      + (C : ℂ →+* ℂ[X]).mapMatrix ((m : ℂ) • staggered A)).det
      = (X + C (m : ℂ)) ^ A.card * (X - C (m : ℂ)) ^ Aᶜ.card := by
    have q := charpoly_staggered A (-(m : ℂ))
    rw [e, neg_smul, map_neg, sub_neg_eq_add, map_neg, sub_neg_eq_add,
      ← sub_eq_add_neg] at q
    exact q
  rw [hneg, charpoly_staggered] at hdet
  exact hdet
```

## Equal spectra and equal sublattices

Suppose first that $\operatorname{tr}G=0$. Then $N_A=N_B$, the prefactors on the two sides are the same nonzero polynomial, and cancelling them leaves $p_\uparrow=p_\downarrow$.

Conversely, suppose that $p_\uparrow=p_\downarrow$. If there is at least one site, the trace of a matrix is minus the second-highest coefficient of its characteristic polynomial, so the traces agree:

$$\operatorname{tr}K+m\operatorname{tr}G=\operatorname{tr}K-m\operatorname{tr}G .$$

Hence $2m\operatorname{tr}G=0$, and $m\neq0$ gives $\operatorname{tr}G=0$. With no sites, the trace is zero anyway.

The theorem reads: for any complex matrix $K$, any sublattice $A$ and any real $m\neq0$, if $G$ anticommutes with $K$, then `(spinUp K A m).charpoly` equals `(spinDown K A m).charpoly` if and only if `(staggered A).trace = 0`. Equality of characteristic polynomials means equal eigenvalues with equal algebraic multiplicities. For Hermitian $K$ these are the orbital energies and their degeneracies. The statement concerns all levels, whatever their occupation, and makes no claim about the total moment.

```lean
/-- For `K` anticommuting with `G` and `m ≠ 0`, the spin-up and spin-down mean-field matrices
have equal characteristic polynomials if and only if `G` is traceless. -/
theorem charpoly_eq_iff_compensated (K : Matrix n n ℂ) (A : Finset n) (m : ℝ) (hm : m ≠ 0)
    (h : staggered A * K = -(K * staggered A)) :
    (spinUp K A m).charpoly = (spinDown K A m).charpoly ↔ (staggered A).trace = 0 := by
  constructor
  · intro hc
    rcases isEmpty_or_nonempty n with hn | hn
    · simp [Matrix.trace]
    -- equal characteristic polynomials have equal traces
    have t : (spinUp K A m).trace = (spinDown K A m).trace := by
      rw [Matrix.trace_eq_neg_charpoly_coeff, Matrix.trace_eq_neg_charpoly_coeff, hc]
    simp only [spinUp, spinDown, Matrix.trace_add, Matrix.trace_sub, Matrix.trace_smul,
      smul_eq_mul] at t
    have t0 : (m : ℂ) * (staggered A).trace = 0 := by linear_combination t / 2
    exact (mul_eq_zero.1 t0).resolve_left (Complex.ofReal_ne_zero.2 hm)
  · intro ht
    rw [trace_staggered, sub_eq_zero] at ht
    have hcard : A.card = Aᶜ.card := by exact_mod_cast ht
    have q := charpoly_exchange K A m h
    rw [← hcard] at q
    -- the prefactors now coincide and cancel
    refine mul_left_cancel₀ (mul_ne_zero (pow_ne_zero A.card (X_add_C_ne_zero (m : ℂ)))
      (pow_ne_zero A.card (X_sub_C_ne_zero (m : ℂ)))) ?_
    linear_combination q
```

## Levels left over by the larger sublattice

Let $A$ have $d$ sites more than $B$, so that $N_A=N_B+d$. Cancelling $(x+m)^{N_B}(x-m)^{N_B}$ from the exchange relation leaves

$$(x+m)^d\,p_\uparrow(x)=(x-m)^d\,p_\downarrow(x).$$

Since $(x+m)-(x-m)=2m\neq0$, the polynomials $x-m$ and $x+m$ have no common factor, and neither do their powers. So $(x-m)^d$ divides $p_\uparrow$ and $(x+m)^d$ divides $p_\downarrow$. The spin-up matrix has the level $+m$ at least $d$ times, and the spin-down matrix has $-m$ at least $d$ times. Cancelling these factors as well shows that the remaining factor is common to both spins, a consequence that the theorem leaves unstated.

In the code, `cop` is the coprimality, obtained from the difference above divided by $2m$.

```lean
/-- If `K` anticommutes with `G`, `m ≠ 0`, and `A` has `d` sites more than the other sublattice,
then `(X - m) ^ d` divides the spin-up characteristic polynomial and `(X + m) ^ d` divides the
spin-down one. -/
theorem excess_levels (K : Matrix n n ℂ) (A : Finset n) (m : ℝ) (hm : m ≠ 0)
    (h : staggered A * K = -(K * staggered A)) (d : ℕ) (hd : A.card = Aᶜ.card + d) :
    (X - C (m : ℂ)) ^ d ∣ (spinUp K A m).charpoly ∧
      (X + C (m : ℂ)) ^ d ∣ (spinDown K A m).charpoly := by
  have q := charpoly_exchange K A m h
  rw [hd, pow_add, pow_add] at q
  have r : (X + C (m : ℂ)) ^ d * (spinUp K A m).charpoly
      = (X - C (m : ℂ)) ^ d * (spinDown K A m).charpoly := by
    refine mul_left_cancel₀ (mul_ne_zero (pow_ne_zero Aᶜ.card (X_add_C_ne_zero (m : ℂ)))
      (pow_ne_zero Aᶜ.card (X_sub_C_ne_zero (m : ℂ)))) ?_
    linear_combination q
  -- `X - m` and `X + m` are coprime because `m` is nonzero
  have hmm : (m : ℂ) + m ≠ 0 := by
    rw [← two_mul]
    exact mul_ne_zero two_ne_zero (Complex.ofReal_ne_zero.2 hm)
  have hk : C ((m : ℂ) + m)⁻¹ * (C (m : ℂ) + C (m : ℂ)) = 1 := by
    rw [← C_add, ← C_mul, inv_mul_cancel₀ hmm, C_1]
  have cop : IsCoprime (X - C (m : ℂ)) (X + C (m : ℂ)) :=
    ⟨-C ((m : ℂ) + m)⁻¹, C ((m : ℂ) + m)⁻¹, by linear_combination hk⟩
  exact ⟨cop.pow.dvd_of_dvd_mul_left ⟨_, r⟩, cop.symm.pow.dvd_of_dvd_mul_left ⟨_, r.symm⟩⟩
```

## No level closer to zero than the field strength

Now let $K$ be Hermitian. Because $G^2=1$ and the cross terms cancel,

$$(K+mG)^2=K^2+m(KG+GK)+m^2G^2=K^2+m^2 .$$

If $H_\uparrow v=Ev$ with $v\neq0$, taking the inner product of $H_\uparrow^2v=E^2v$ with $v$ gives

$$\|Kv\|^2+m^2\|v\|^2=E^2\|v\|^2 ,$$

where Hermiticity turns $\langle v,K^2v\rangle$ into $\|Kv\|^2\ge0$. Dividing by $\|v\|^2>0$ yields $E^2\ge m^2$. For a normalised orbital, $E^2=\|Kv\|^2+m^2$.

The spin-up matrix thus has no level strictly between $-|m|$ and $|m|$, and replacing $m$ by $-m$ gives the same for spin down. Whether this interval separates occupied from empty orbitals depends on the filling, which does not enter. In Lean, `hsq` is the squared matrix, `hKK` is the use of Hermiticity, and `e3` is the equation between norms, written as sums of `Complex.normSq` for a vector that need not be normalised.

```lean
/-- For Hermitian `K` anticommuting with `G`, every real eigenvalue `E` of `K + m G` satisfies
`m ^ 2 ≤ E ^ 2`. -/
theorem staggered_gap (K : Matrix n n ℂ) (A : Finset n) (m E : ℝ) (hK : K.IsHermitian)
    (h : staggered A * K = -(K * staggered A)) (v : n → ℂ) (hv0 : v ≠ 0)
    (hv : spinUp K A m *ᵥ v = (E : ℂ) • v) : m ^ 2 ≤ E ^ 2 := by
  have hG : staggered A * staggered A = 1 := by
    rw [staggered, Matrix.diagonal_mul_diagonal, ← Matrix.diagonal_one]
    congr 1
    funext i
    by_cases hi : i ∈ A <;> simp [hi]
  -- the cross terms cancel in the square
  have hsq : spinUp K A m * spinUp K A m = K * K + ((m : ℂ) ^ 2) • (1 : Matrix n n ℂ) := by
    simp only [spinUp, add_mul, mul_add, smul_mul_assoc, mul_smul_comm, h, hG]
    module
  have nn : ∀ w : n → ℂ, star w ⬝ᵥ w = ((∑ i, Complex.normSq (w i) : ℝ) : ℂ) := by
    intro w
    simp only [dotProduct, Complex.ofReal_sum, Complex.normSq_eq_conj_mul_self]
    rfl
  have hKK : star v ⬝ᵥ (K *ᵥ (K *ᵥ v)) = star (K *ᵥ v) ⬝ᵥ (K *ᵥ v) := by
    rw [Matrix.star_mulVec, hK.eq, ← Matrix.dotProduct_mulVec]
  have e : (spinUp K A m * spinUp K A m) *ᵥ v = (E : ℂ) • (E : ℂ) • v := by
    rw [← Matrix.mulVec_mulVec, hv, Matrix.mulVec_smul, hv]
  rw [hsq, Matrix.add_mulVec, Matrix.smul_mulVec, Matrix.one_mulVec,
    ← Matrix.mulVec_mulVec] at e
  have e2 := congrArg (fun w => star v ⬝ᵥ w) e
  simp only [dotProduct_add, dotProduct_smul, smul_eq_mul, hKK, nn] at e2
  have e3 : (∑ i, Complex.normSq ((K *ᵥ v) i)) + m ^ 2 * (∑ i, Complex.normSq (v i))
      = E * (E * ∑ i, Complex.normSq (v i)) := by exact_mod_cast e2
  have ha : 0 ≤ ∑ i, Complex.normSq ((K *ᵥ v) i) :=
    Finset.sum_nonneg fun i _ => Complex.normSq_nonneg _
  obtain ⟨i, hi⟩ := Function.ne_iff.1 hv0
  have hs : 0 < ∑ i, Complex.normSq (v i) :=
    Finset.sum_pos' (fun j _ => Complex.normSq_nonneg _)
      ⟨i, Finset.mem_univ i, Complex.normSq_pos.2 hi⟩
  exact le_of_mul_le_mul_right (by nlinarith) hs
```

## A dimer and a three-site chain

Two small clusters, with hopping amplitude $1$ as the unit of energy, show both cases. In the dimer, each sublattice has one site. Both spins have the levels $\pm\sqrt{1+m^2}$. The theorem records that the hopping matrix is Hermitian, that it anticommutes with $G$, and that $\operatorname{tr}G=0$.

```lean
/-- The two-site dimer, with one site on each sublattice, has a Hermitian hopping matrix that
anticommutes with a traceless `G`. -/
theorem dimer_witness :
    (!![0, 1; 1, 0] : Matrix (Fin 2) (Fin 2) ℂ).IsHermitian ∧
    staggered {0} * !![0, 1; 1, 0] = -(!![0, 1; 1, 0] * staggered ({0} : Finset (Fin 2))) ∧
    (staggered ({0} : Finset (Fin 2))).trace = 0 := by
  refine ⟨Matrix.IsHermitian.ext fun i j => ?_, (anticommute_iff_bipartite _ _).2 ?_, ?_⟩
  · fin_cases i <;> fin_cases j <;> simp
  · intro i j
    fin_cases i <;> fin_cases j <;> simp
  · rw [trace_staggered, show ({0} : Finset (Fin 2)).card = 1 by decide,
      show ({0} : Finset (Fin 2))ᶜ.card = 1 by decide]
    norm_num
```

In the chain, the end sites $0$ and $2$ form $A$ and the middle site $1$ forms $B$, so $\operatorname{tr}G=1$ and $d=1$. Both spins have the levels $\pm\sqrt{2+m^2}$; the third level is $+m$ for spin up and $-m$ for spin down. The theorem again records Hermiticity, anticommutation and the trace. The first two are checked entry by entry, with `anticommute_iff_bipartite` reducing anticommutation to the absence of hopping within a sublattice.

```lean
/-- The three-site chain, with its end sites on one sublattice, has a Hermitian hopping matrix
that anticommutes with a `G` of trace one. -/
theorem trimer_witness :
    (!![0, 1, 0; 1, 0, 1; 0, 1, 0] : Matrix (Fin 3) (Fin 3) ℂ).IsHermitian ∧
    staggered {0, 2} * !![0, 1, 0; 1, 0, 1; 0, 1, 0]
      = -(!![0, 1, 0; 1, 0, 1; 0, 1, 0] * staggered ({0, 2} : Finset (Fin 3))) ∧
    (staggered ({0, 2} : Finset (Fin 3))).trace = 1 := by
  refine ⟨Matrix.IsHermitian.ext fun i j => ?_, (anticommute_iff_bipartite _ _).2 ?_, ?_⟩
  · fin_cases i <;> fin_cases j <;> simp
  · intro i j
    fin_cases i <;> fin_cases j <;> simp
  · rw [trace_staggered, show ({0, 2} : Finset (Fin 3)).card = 2 by decide,
      show ({0, 2} : Finset (Fin 3))ᶜ.card = 1 by decide]
    norm_num

end

end CompensatedMagnet
```

```lean
#print axioms CompensatedMagnet.anticommute_iff_bipartite
#print axioms CompensatedMagnet.charpoly_eq_iff_compensated
#print axioms CompensatedMagnet.excess_levels
#print axioms CompensatedMagnet.staggered_gap
```

```
'CompensatedMagnet.anticommute_iff_bipartite' depends on axioms: [propext, Classical.choice, Quot.sound]
'CompensatedMagnet.charpoly_eq_iff_compensated' depends on axioms: [propext, Classical.choice, Quot.sound]
'CompensatedMagnet.excess_levels' depends on axioms: [propext, Classical.choice, Quot.sound]
'CompensatedMagnet.staggered_gap' depends on axioms: [propext, Classical.choice, Quot.sound]
```
